# The squared norm of a doubly external F12 function from its geminal overlaps and the two-body density matrix

An F12 function excites electron pairs out of a reference state. If that state contains several configurations, it is wrong in general to compute the squared norm of the function by weighting each pair excitation only with the probability that its electron pair is present. Removing different pairs from different configurations can leave the same state, and those contributions interfere. In the two-configuration example below, the probabilities give a squared norm of 4, while the true value is 8 or 0 depending on a relative sign.

## Exciting pairs out of a correlated reference

Divide the spin orbitals into internal ones, labelled $p,q,r,s$, which the reference $\psi$ may occupy, and external ones, labelled $\alpha,\beta,\gamma,\delta$, which are empty in $\psi$. Let $a_x$ annihilate an electron in orbital $x$, with adjoint $a_x^\dagger$. The F12 function is

$$\Phi=\sum_{\alpha\beta pq}F(\alpha\beta,pq)\,a_\alpha^\dagger a_\beta^\dagger a_q a_p\psi ,\qquad F(\beta\alpha,pq)=-F(\alpha\beta,pq).$$

The amplitudes $F$ stand for matrix elements of a correlation factor between internal and external pairs, antisymmetrised in the external pair. Define

$$X(rs,pq)=\sum_{\alpha\beta}\overline{F(\alpha\beta,rs)}\,F(\alpha\beta,pq),\qquad \Gamma(rs,pq)=\langle\psi,a_r^\dagger a_s^\dagger a_q a_p\psi\rangle .$$

The result is

$$\|\Phi\|^2=2\sum_{rspq}X(rs,pq)\,\Gamma(rs,pq).$$

For multireference F12 methods in a finite orbital basis, this means that the norm of this doubly external function needs no density matrix beyond the two-body one.

## What the Lean statement assumes

In `pairState_normSq`, the orbital labels form the disjoint union `ι ⊕ κ`: `Sum.inl` marks internal orbitals and `Sum.inr` external ones. The operators are complex matrices on a finite set `n` of basis states. The hypothesis `IsCAR a` states the canonical anticommutation relations, which encode Fermi statistics and orthonormal orbitals. `hψ` says that every external annihilator kills $\psi$, and `hF` is the antisymmetry of $F$.

`pairState`, `geminalOverlap F F` and `twoRDM` are $\Phi$, $X$ and $\Gamma$, with all sums over ordered pairs. Inner products are conjugate-linear on the left. The squared norm is written as $\sum_i|\Phi_i|^2$ and regarded as a complex number, so the equation also says that the contraction on the right is real.

The state $\psi$ need be neither normalised nor of definite particle number. The amplitudes are given: the theorem does not derive them from a correlation factor, treat an infinite external space or estimate a basis-set error.

## From anticommutators to the density matrix

Group $\Phi$ by external pair:

$$\Phi=\sum_{\alpha\beta}a_\alpha^\dagger a_\beta^\dagger\xi_{\alpha\beta},\qquad \xi_{\alpha\beta}=\sum_{pq}F(\alpha\beta,pq)\,a_q a_p\psi .$$

The functions $\xi_{\alpha\beta}$ contain no external electrons, because two anticommutations give

$$a_\gamma a_q a_p\psi=-a_q a_\gamma a_p\psi=a_q a_p a_\gamma\psi=0 .$$

Now let $\xi$ be any state killed by all external annihilators, and $\chi$ any state. Moving $a_\gamma$ to the right gives

$$a_\gamma a_\alpha^\dagger a_\beta^\dagger\xi=\delta_{\gamma\alpha}a_\beta^\dagger\xi-a_\alpha^\dagger a_\gamma a_\beta^\dagger\xi=\delta_{\gamma\alpha}a_\beta^\dagger\xi-\delta_{\gamma\beta}a_\alpha^\dagger\xi .$$

Apply $a_\delta$, use $a_\delta a_\beta^\dagger\xi=\delta_{\delta\beta}\xi$, and take the inner product with $\chi$:

$$\langle a_\gamma^\dagger a_\delta^\dagger\chi,a_\alpha^\dagger a_\beta^\dagger\xi\rangle=(\delta_{\gamma\alpha}\delta_{\delta\beta}-\delta_{\delta\alpha}\delta_{\gamma\beta})\langle\chi,\xi\rangle .$$

Set $\chi=\xi_{\gamma\delta}$ and $\xi=\xi_{\alpha\beta}$, and sum over all four labels. Since $\xi_{\delta\gamma}=-\xi_{\gamma\delta}$,

$$\|\Phi\|^2=\sum_{\gamma\delta}\bigl(\langle\xi_{\gamma\delta},\xi_{\gamma\delta}\rangle-\langle\xi_{\gamma\delta},\xi_{\delta\gamma}\rangle\bigr)=2\sum_{\gamma\delta}\langle\xi_{\gamma\delta},\xi_{\gamma\delta}\rangle .$$

Finally, expand each inner product:

$$\langle\xi_{\gamma\delta},\xi_{\gamma\delta}\rangle=\sum_{rspq}\overline{F(\gamma\delta,rs)}\,F(\gamma\delta,pq)\,\langle a_s a_r\psi,a_q a_p\psi\rangle .$$

The last factor is $\Gamma(rs,pq)$, and the sum over $\gamma,\delta$ produces $X(rs,pq)$.

## Two configurations that interfere

Take internal orbitals 1 to 4, external orbitals $A,B$, the vacuum $|0\rangle$ and

$$\psi=\tfrac{1}{\sqrt2}\bigl(a_1^\dagger a_2^\dagger+a_3^\dagger a_4^\dagger\bigr)|0\rangle .$$

Let $F(AB,12)=1$ and $F(AB,34)=g$ with $g=\pm1$, add the values required by antisymmetry in $A,B$, and set all other amplitudes to zero, so that each internal pair is listed in one order only. These are model values, not computed from a correlation factor. Since $a_2a_1\psi=a_4a_3\psi=|0\rangle/\sqrt2$,

$$\Phi=\sqrt2\,(1+g)\,a_A^\dagger a_B^\dagger|0\rangle,\qquad \|\Phi\|^2=2(1+g)^2 .$$

In the formula, $X(12,12)=X(34,34)=2$ and $X(12,34)=X(34,12)=2g$, while the four matching elements of $\Gamma$ are all $1/2$. The contraction gives $2(1+1+g+g)=4+4g$, which is 8 for $g=1$ and 0 for $g=-1$. The diagonal terms alone give 4 in both cases.

## Counting each external pair once

The external orbitals could also be ordered and the sums in $\Phi$ and $X$ restricted to $\alpha<\beta$. The exchange deltas then never contribute, the factor 2 disappears, and no antisymmetry hypothesis is needed. For the antisymmetric $F$ used above, the restricted sum gives half of the original $\Phi$. The cost is an order on the external labels and restricted sums throughout the proof.

## The Lean file

```lean
import Mathlib

open Matrix

namespace MultireferenceF12

noncomputable section

variable {o n ι κ : Type*} [DecidableEq o] [Fintype n] [DecidableEq n]
  [Fintype ι] [DecidableEq ι] [Fintype κ] [DecidableEq κ]

/-- The canonical anticommutation relations for a family of annihilation matrices. -/
structure IsCAR (a : o → Matrix n n ℂ) : Prop where
  anti : ∀ p q, a p * a q + a q * a p = 0
  mixed : ∀ p q, a p * (a q)ᴴ + (a q)ᴴ * a p = if p = q then 1 else 0

/-- The F12 function `Φ = ∑ F(αβ,pq) aα† aβ† a_q a_p ψ`; internal orbitals are labelled
by `Sum.inl`, external ones by `Sum.inr`. -/
def pairState (a : ι ⊕ κ → Matrix n n ℂ) (F : κ → κ → ι → ι → ℂ) (ψ : n → ℂ) : n → ℂ :=
  ∑ α, ∑ β, ∑ p, ∑ q, F α β p q •
    ((a (.inr α))ᴴ *ᵥ (a (.inr β))ᴴ *ᵥ a (.inl q) *ᵥ a (.inl p) *ᵥ ψ)

/-- The doubly ionised function `∑ F(αβ,pq) a_q a_p ψ` belonging to the external pair `α, β`. -/
def ionizedPair (a : ι ⊕ κ → Matrix n n ℂ) (F : κ → κ → ι → ι → ℂ) (ψ : n → ℂ)
    (α β : κ) : n → ℂ :=
  ∑ p, ∑ q, F α β p q • (a (.inl q) *ᵥ a (.inl p) *ᵥ ψ)

/-- The internal two-body density matrix `⟨ψ, a_r† a_s† a_q a_p ψ⟩`. -/
def twoRDM (a : ι ⊕ κ → Matrix n n ℂ) (ψ : n → ℂ) (r s p q : ι) : ℂ :=
  star ψ ⬝ᵥ ((a (.inl r))ᴴ *ᵥ (a (.inl s))ᴴ *ᵥ a (.inl q) *ᵥ a (.inl p) *ᵥ ψ)

/-- The intermediate `X(rs,pq) = ∑ conj(F(αβ,rs)) G(αβ,pq)` over external pairs. -/
def geminalOverlap (F G : κ → κ → ι → ι → ℂ) (r s p q : ι) : ℂ :=
  ∑ α, ∑ β, star (F α β r s) * G α β p q

omit [DecidableEq n] [DecidableEq ι] in
/-- An operator acts on a superposition term by term. -/
theorem mulVec_superposition (M : Matrix n n ℂ) (g : ι → n → ℂ) :
    M *ᵥ (∑ p, g p) = ∑ p, M *ᵥ g p :=
  map_sum M.mulVecLin g Finset.univ

omit [DecidableEq n] [DecidableEq ι] [DecidableEq κ] in
/-- The inner product of two double superpositions is the sum of all pairwise inner products. -/
theorem superposition_overlap (u : κ → κ → n → ℂ) (v : ι → ι → n → ℂ) :
    star (∑ r, ∑ s, u r s) ⬝ᵥ (∑ p, ∑ q, v p q)
      = ∑ r, ∑ s, ∑ p, ∑ q, star (u r s) ⬝ᵥ v p q := by
  rw [star_sum, sum_dotProduct]
  refine Finset.sum_congr rfl fun r _ => ?_
  rw [star_sum, sum_dotProduct]
  refine Finset.sum_congr rfl fun s _ => ?_
  rw [dotProduct_sum]
  refine Finset.sum_congr rfl fun p _ => ?_
  rw [dotProduct_sum]

omit [Fintype ι] [Fintype κ] in
/-- Moving an external annihilator past an external creator leaves a Kronecker delta. -/
theorem external_contraction {a : ι ⊕ κ → Matrix n n ℂ} (ha : IsCAR a) (γ α : κ) (v : n → ℂ) :
    a (.inr γ) *ᵥ (a (.inr α))ᴴ *ᵥ v
      = (if γ = α then (1 : ℂ) else 0) • v - (a (.inr α))ᴴ *ᵥ a (.inr γ) *ᵥ v := by
  have h := ha.mixed (.inr γ) (.inr α)
  rw [eq_sub_iff_add_eq, mulVec_mulVec, mulVec_mulVec, ← add_mulVec, h]
  by_cases e : γ = α <;> simp [e]

omit [Fintype ι] [Fintype κ] in
/-- Two external creators acting on states, the second of which has no external electrons,
give the direct minus the exchange delta times the overlap of the states. -/
theorem external_pair_overlap {a : ι ⊕ κ → Matrix n n ℂ} (ha : IsCAR a) (χ : n → ℂ)
    {ξ : n → ℂ} (hξ : ∀ α, a (.inr α) *ᵥ ξ = 0) (γ δ α β : κ) :
    star ((a (.inr γ))ᴴ *ᵥ (a (.inr δ))ᴴ *ᵥ χ) ⬝ᵥ ((a (.inr α))ᴴ *ᵥ (a (.inr β))ᴴ *ᵥ ξ)
      = ((if γ = α then (1 : ℂ) else 0) * (if δ = β then 1 else 0)
          - (if δ = α then 1 else 0) * (if γ = β then 1 else 0)) * (star χ ⬝ᵥ ξ) := by
  have adj : ∀ (M : Matrix n n ℂ) (u v : n → ℂ),
      star (Mᴴ *ᵥ u) ⬝ᵥ v = star u ⬝ᵥ (M *ᵥ v) := fun M u v => by
    rw [star_mulVec, conjTranspose_conjTranspose, ← dotProduct_mulVec]
  rw [adj, adj]
  simp only [external_contraction ha, hξ, mulVec_zero, sub_zero, mulVec_sub, mulVec_smul,
    dotProduct_sub, dotProduct_smul, smul_eq_mul]
  ring

omit [Fintype κ] in
/-- Removing two internal electrons from `ψ` leaves the external orbitals empty. -/
theorem ionizedPair_external {a : ι ⊕ κ → Matrix n n ℂ} (ha : IsCAR a) {ψ : n → ℂ}
    (hψ : ∀ α, a (.inr α) *ᵥ ψ = 0) (F : κ → κ → ι → ι → ℂ) (α β γ : κ) :
    a (.inr γ) *ᵥ ionizedPair a F ψ α β = 0 := by
  have swap : ∀ x y (v : n → ℂ), a x *ᵥ a y *ᵥ v = -(a y *ᵥ a x *ᵥ v) := fun x y v => by
    rw [eq_neg_iff_add_eq_zero, mulVec_mulVec, mulVec_mulVec, ← add_mulVec, ha.anti, zero_mulVec]
  simp only [ionizedPair, mulVec_superposition, mulVec_smul]
  refine Finset.sum_eq_zero fun p _ => Finset.sum_eq_zero fun q _ => ?_
  rw [swap (.inr γ) (.inl q), swap (.inr γ) (.inl p), hψ]
  simp

/-- The overlap of two F12 functions with arbitrary amplitudes is the two-body density matrix
contracted with the direct minus the exchange intermediate. -/
theorem pairState_overlap {a : ι ⊕ κ → Matrix n n ℂ} (ha : IsCAR a) {ψ : n → ℂ}
    (hψ : ∀ α, a (.inr α) *ᵥ ψ = 0) (F G : κ → κ → ι → ι → ℂ) :
    star (pairState a F ψ) ⬝ᵥ pairState a G ψ
      = ∑ r, ∑ s, ∑ p, ∑ q, (geminalOverlap F G r s p q
          - geminalOverlap F (fun α β => G β α) r s p q) * twoRDM a ψ r s p q := by
  -- group the F12 function by external pairs
  have split : ∀ F, pairState a F ψ = ∑ α, ∑ β,
      (a (.inr α))ᴴ *ᵥ (a (.inr β))ᴴ *ᵥ ionizedPair a F ψ α β := fun F => by
    simp only [pairState, ionizedPair, mulVec_superposition, mulVec_smul]
  -- the deltas collapse the sum over one external pair
  have collapse : ∀ (γ δ : κ) (f : κ → κ → ℂ), ∑ α, ∑ β,
      ((if γ = α then (1 : ℂ) else 0) * (if δ = β then 1 else 0)
        - (if δ = α then 1 else 0) * (if γ = β then 1 else 0)) * f α β
      = f γ δ - f δ γ := fun γ δ f => by
    simp only [sub_mul, mul_assoc, Finset.sum_sub_distrib, ← Finset.mul_sum]
    simp
  -- overlaps of ionised functions are elements of the density matrix
  have dens : ∀ γ δ α β, star (ionizedPair a F ψ γ δ) ⬝ᵥ ionizedPair a G ψ α β
      = ∑ r, ∑ s, ∑ p, ∑ q, star (F γ δ r s) * G α β p q * twoRDM a ψ r s p q := by
    intro γ δ α β
    rw [ionizedPair, ionizedPair, superposition_overlap]
    refine Finset.sum_congr rfl fun r _ => Finset.sum_congr rfl fun s _ =>
      Finset.sum_congr rfl fun p _ => Finset.sum_congr rfl fun q _ => ?_
    rw [star_smul, smul_dotProduct, dotProduct_smul, star_mulVec, ← dotProduct_mulVec,
      star_mulVec, ← dotProduct_mulVec, twoRDM, smul_eq_mul, smul_eq_mul, mul_assoc]
  have push : ∀ f : κ → ι → ι → ι → ι → ℂ, ∑ δ, ∑ r, ∑ s, ∑ p, ∑ q, f δ r s p q
      = ∑ r, ∑ s, ∑ p, ∑ q, ∑ δ, f δ r s p q := fun f => by
    rw [Finset.sum_comm]
    refine Finset.sum_congr rfl fun r _ => ?_
    rw [Finset.sum_comm]
    refine Finset.sum_congr rfl fun s _ => ?_
    rw [Finset.sum_comm]
    refine Finset.sum_congr rfl fun p _ => ?_
    rw [Finset.sum_comm]
  rw [split, split, superposition_overlap]
  simp only [external_pair_overlap ha _ (ionizedPair_external ha hψ G _ _)]
  simp only [collapse _ _ (fun α β => star (ionizedPair a F ψ _ _) ⬝ᵥ ionizedPair a G ψ α β)]
  simp only [dens, geminalOverlap, sub_mul, Finset.sum_mul, ← Finset.sum_sub_distrib, push]

/-- For amplitudes antisymmetric in the external pair, the squared norm of the F12 function is
twice the contraction of the intermediate `X` with the two-body density matrix. -/
theorem pairState_normSq {a : ι ⊕ κ → Matrix n n ℂ} (ha : IsCAR a) {ψ : n → ℂ}
    (hψ : ∀ α, a (.inr α) *ᵥ ψ = 0) {F : κ → κ → ι → ι → ℂ}
    (hF : ∀ α β p q, F β α p q = -F α β p q) :
    ((∑ i, ‖pairState a F ψ i‖ ^ 2 : ℝ) : ℂ)
      = 2 * ∑ r, ∑ s, ∑ p, ∑ q, geminalOverlap F F r s p q * twoRDM a ψ r s p q := by
  have norm : ∀ v : n → ℂ, ((∑ i, ‖v i‖ ^ 2 : ℝ) : ℂ) = star v ⬝ᵥ v := fun v => by
    simp only [dotProduct, Pi.star_apply, Complex.ofReal_sum]
    refine Finset.sum_congr rfl fun i _ => ?_
    rw [← Complex.normSq_eq_norm_sq, Complex.normSq_eq_conj_mul_self]
    rfl
  -- exchange equals minus direct
  have exch : ∀ r s p q, geminalOverlap F (fun α β => F β α) r s p q
      = -geminalOverlap F F r s p q := fun r s p q => by
    simp only [geminalOverlap, ← Finset.sum_neg_distrib]
    refine Finset.sum_congr rfl fun α _ => Finset.sum_congr rfl fun β _ => ?_
    rw [hF α β p q, mul_neg]
  rw [norm, pairState_overlap ha hψ]
  simp only [exch, sub_neg_eq_add, ← two_mul, mul_assoc, ← Finset.mul_sum]

/-- Add one fermionic mode: the new annihilator maps the second block to the first, and the
old ones act with opposite signs on the two blocks. -/
def addMode (a : o → Matrix n n ℂ) : Option o → Matrix (n ⊕ n) (n ⊕ n) ℂ
  | none => fromBlocks 0 1 0 0
  | some p => fromBlocks (a p) 0 0 (-a p)

/-- Adding a mode preserves the canonical anticommutation relations. -/
theorem addMode_isCAR {a : o → Matrix n n ℂ} (ha : IsCAR a) : IsCAR (addMode a) := by
  constructor
  · rintro (_ | p) (_ | q) <;>
      simp [addMode, fromBlocks_multiply, fromBlocks_add, ha.anti]
  · rintro (_ | p) (_ | q)
    · simp [addMode, fromBlocks_multiply, fromBlocks_add, fromBlocks_conjTranspose]
    · simp [addMode, fromBlocks_multiply, fromBlocks_add, fromBlocks_conjTranspose]
    · simp [addMode, fromBlocks_multiply, fromBlocks_add, fromBlocks_conjTranspose]
    · by_cases e : p = q <;>
        simp [addMode, fromBlocks_multiply, fromBlocks_add, fromBlocks_conjTranspose,
          ha.mixed, e]

/-- Two copies of a basis, for an empty and a filled new mode. -/
abbrev Twice (m : Type) : Type := m ⊕ m

/-- Two internal and two external orbitals as labels of four successively added modes. -/
def label : Fin 2 ⊕ Fin 2 → Option (Option (Option (Option Empty))) :=
  Sum.elim ![none, some none] ![some (some none), some (some (some none))]

/-- Annihilation matrices of two internal and two external orbitals on 16 basis states. -/
def fourModes (x : Fin 2 ⊕ Fin 2) :
    Matrix (Twice (Twice (Twice (Twice Unit)))) (Twice (Twice (Twice (Twice Unit)))) ℂ :=
  addMode (addMode (addMode (addMode (fun _ : Empty => (0 : Matrix Unit Unit ℂ))))) (label x)

/-- The state with both internal orbitals filled and both external orbitals empty. -/
def filledPair : Twice (Twice (Twice (Twice Unit))) → ℂ :=
  Sum.elim 0 (Sum.elim 0 (Sum.elim (Sum.elim 1 0) 0))

/-- An amplitude antisymmetric in the external pair, for one ordered internal pair. -/
def pairAmplitude (α β p q : Fin 2) : ℂ :=
  (!![0, 1; -1, 0] : Matrix (Fin 2) (Fin 2) ℂ) α β *
    (!![0, 1; 0, 0] : Matrix (Fin 2) (Fin 2) ℂ) p q

/-- The four-orbital model meets all hypotheses of the norm formula, and its F12 function
is not zero. -/
theorem pairState_normSq_witness :
    IsCAR fourModes ∧ (∀ α, fourModes (.inr α) *ᵥ filledPair = 0) ∧
      (∀ α β p q, pairAmplitude β α p q = -pairAmplitude α β p q) ∧
      pairState fourModes pairAmplitude filledPair ≠ 0 := by
  have inj : Function.Injective label := by decide
  have h0 : IsCAR (fun _ : Empty => (0 : Matrix Unit Unit ℂ)) :=
    ⟨fun p => p.elim, fun p => p.elim⟩
  have h := addMode_isCAR (addMode_isCAR (addMode_isCAR (addMode_isCAR h0)))
  refine ⟨⟨fun p q => h.anti _ _, fun p q => (h.mixed _ _).trans ?_⟩, ?_, ?_, ?_⟩
  · by_cases e : p = q <;> simp [e, inj.eq_iff]
  · refine Fin.forall_fin_two.2 ⟨?_, ?_⟩ <;>
      ext i <;> rcases i with ((((i | i) | (i | i)) | ((i | i) | (i | i))) |
        (((i | i) | (i | i)) | ((i | i) | (i | i)))) <;>
      simp [fourModes, label, addMode, filledPair, fromBlocks_mulVec, neg_mulVec]
  · intro α β p q
    fin_cases α <;> fin_cases β <;> simp [pairAmplitude]
  · intro hz
    -- look at the component with both external orbitals filled
    have hc := congrFun hz (.inl (.inl (.inr (.inr ()))))
    have negl : ∀ (A B : Type) (u : A ⊕ B → ℂ), (-u) ∘ Sum.inl = -(u ∘ Sum.inl) :=
      fun _ _ _ => rfl
    have negr : ∀ (A B : Type) (u : A ⊕ B → ℂ), (-u) ∘ Sum.inr = -(u ∘ Sum.inr) :=
      fun _ _ _ => rfl
    -- let the operators act one after another on the explicit state
    norm_num [pairState, pairAmplitude, Fin.sum_univ_two, fourModes, label, addMode, filledPair,
      fromBlocks_mulVec, fromBlocks_conjTranspose, neg_mulVec, negl, negr, -mulVec_mulVec] at hc

end

end MultireferenceF12
```

```lean
#print axioms MultireferenceF12.pairState_normSq
```

```
'MultireferenceF12.pairState_normSq' depends on axioms: [propext, Classical.choice, Quot.sound]
```

## How the proof follows the algebra

`external_contraction` is the single exchange of $a_\gamma$ with $a_\alpha^\dagger$. `external_pair_overlap` first moves the two creators across the inner product as annihilators, then lets `simp` apply that exchange repeatedly and discard the terms in which an annihilator reaches $\xi$. `ionizedPair_external` is the double anticommutation showing that $\xi_{\alpha\beta}$ has no external electrons.

`pairState_overlap` combines these for two arbitrary amplitudes $F$ and $G$, with no antisymmetry assumed but with the external orbitals still empty in $\psi$. Its local steps mirror the derivation: `split` groups by external pair, `collapse` evaluates the deltas, `dens` identifies the elements of $\Gamma$, and `push` reorders the finite sums. The outcome is $\Gamma$ contracted with a direct minus an exchange intermediate. In `pairState_normSq`, the step `exch` uses antisymmetry to turn the exchange term into minus the direct one, which gives the factor 2.

The remaining definitions build a concrete case. `addMode` adds one fermionic mode, with the old annihilators changing sign on the block where the new mode is filled; `addMode_isCAR` checks by block multiplication that the relations survive. Four additions give two internal and two external orbitals on 16 basis states. `pairState_normSq_witness` verifies every hypothesis for the state with both internal orbitals filled, and shows $\Phi\neq0$ by computing its component with both external orbitals filled.
